# Overlap eigenvalues of $1, x, \dots, x^{2m}$ on $[0,1]$ spread over a factor of at least $16^m$

## How nearly dependent do the monomials become?

Take the $n$ real functions $1, x, \dots, x^{n-1}$ on $[0,1]$, without normalising them, and number them from zero. Their overlap matrix is

$$S_{ij}=\int_0^1 x^i x^j\,dx,\qquad i,j=0,\dots,n-1.$$

This is the Hilbert matrix, with entries $1/(i+j+1)$. I know that it is a notoriously bad basis: high powers of $x$ look alike on $[0,1]$, and $S$ soon becomes numerically singular. I would like a definite statement of this. If all powers up to $x^{2m}$ are present, the smallest eigenvalue of $S$ should be no larger than $16^{-m}$ and the largest no smaller than $1$. Is there a short rigorous argument, and can it be checked in Lean 4 with Mathlib, starting from the integrals themselves?

## Yes: $(x(1-x))^m$ is small on $[0,1]$, but its coefficient vector is not

### The squared norm as a quadratic form

For a coefficient vector $c$, let $p(x)=\sum_i c_i x^i$. Expanding the square and integrating term by term gives

$$c\cdot Sc=\sum_{i,j}c_ic_j\int_0^1x^ix^j\,dx=\int_0^1p(x)^2\,dx\ \ge 0 .$$

If $b$ is a unit eigenvector of $S$ with eigenvalue $\lambda$, then $\lambda=b\cdot Sb\ge0$. No eigenvalue is negative.

### The trial polynomial

Choose

$$p(x)=(x(1-x))^m=x^m(1-x)^m .$$

Its degree is $2m$, so it lies in the span of the basis when $n\ge 2m+1$. For larger $n$ the remaining coefficients are zero.

On $[0,1]$ both factors $x$ and $1-x$ are nonnegative, and

$$\tfrac14-x(1-x)=\left(x-\tfrac12\right)^2\ge0 .$$

Hence $0\le x(1-x)\le\frac14$, and $p(x)^2\le(1/4)^{2m}=16^{-m}$. The interval has length one, so $c\cdot Sc\le16^{-m}$.

The coefficient of $x^m$ in $x^m(1-x)^m$ is the constant term of $(1-x)^m$, which is $1$. Therefore $c\cdot c\ge1$. After scaling to unit length, the coefficient vector satisfies

$$\frac{c\cdot Sc}{c\cdot c}\le16^{-m}.$$

### From Rayleigh quotients to eigenvalues

Let $b_i$ be orthonormal eigenvectors of $S$ with eigenvalues $\lambda_i$. For a nonzero vector $v$, put $w_i=b_i\cdot v$. Then

$$v\cdot v=\sum_iw_i^2,\qquad v\cdot Sv=\sum_i\lambda_iw_i^2 .$$

Suppose $v\cdot Sv\le r\,(v\cdot v)$ for some real number $r$. If every $\lambda_i$ were larger than $r$, then $\sum_i(\lambda_i-r)w_i^2$ would be positive, since some $w_i$ is nonzero. That contradicts the assumption, so some $\lambda_i\le r$. Applying the same argument to $-\lambda_i$ and $-r$ shows that $v\cdot Sv\ge r\,(v\cdot v)$ forces some $\lambda_j\ge r$.

The trial vector with $r=16^{-m}$ gives an eigenvalue $\lambda_i\le16^{-m}$. The constant function has coefficient vector $e=(1,0,\dots,0)$, with $e\cdot e=1$ and $e\cdot Se=\int_0^1 1\,dx=1$, which gives an eigenvalue $\lambda_j\ge1$. Together,

$$16^m\lambda_i\le1\le\lambda_j .$$

### The cases $m=0$ and $m=1$

For $m=0$ and $n=1$ the matrix is the single number $1$. Both bounds are equalities, and $\lambda_i$ and $\lambda_j$ are the same eigenvalue.

For $m=1$ and $n=3$ the trial polynomial is $x-x^2$, with $c=(0,1,-1)$ and $c\cdot c=2$. Its squared norm is $\frac13-\frac12+\frac15=\frac1{30}$, so the Rayleigh quotient is $\frac1{60}$. This is already well below the general bound of $\frac1{16}$.

### What it means for a calculation

Orthogonalising a basis through $S^{-1/2}$ divides by the square roots of the overlap eigenvalues, so for the monomials up to $x^{2m}$ the component along at least one eigenvector of $S$ is amplified by $4^m$ or more. With $m=13$, that is, with 27 monomials on $[0,1]$, the eigenvalue ratio is at least $16^{13}=2^{52}$, the reciprocal of the double-precision machine epsilon $2^{-52}$. This is only a guaranteed lower bound: the actual ratio reaches that size with far fewer monomials, so 27 is not a safe limit for the basis size.

### The Lean file

```lean
import Mathlib

open scoped Matrix Polynomial

namespace MonomialIllConditioning

noncomputable section

/-- The overlap matrix of the monomials `1, x, ..., x^(n-1)` on the interval `[0,1]`. -/
def monomialOverlap (n : ℕ) : Matrix (Fin n) (Fin n) ℝ :=
  Matrix.of fun i j => ∫ x in (0 : ℝ)..1, x ^ (i : ℕ) * x ^ (j : ℕ)

/-- The first `n` expansion coefficients of the polynomial `(x(1-x))^m` in the monomials. -/
def trialVector (m n : ℕ) : Fin n → ℝ :=
  fun k => ((Polynomial.X * (1 - Polynomial.X)) ^ m : ℝ[X]).coeff k

/-- The monomial overlap matrix is Hermitian. -/
theorem overlap_isHermitian (n : ℕ) : (monomialOverlap n).IsHermitian :=
  Matrix.IsHermitian.ext fun i j => by
    simp only [star_trivial, monomialOverlap, Matrix.of_apply, mul_comm]

/-- The quadratic form of the overlap matrix is the squared norm on `[0,1]` of the function
with the given expansion coefficients. -/
theorem overlap_quadratic_form {n : ℕ} (c : Fin n → ℝ) :
    c ⬝ᵥ monomialOverlap n *ᵥ c = ∫ x in (0 : ℝ)..1, (∑ i, c i * x ^ (i : ℕ)) ^ 2 := by
  have h : ∀ x : ℝ, (∑ i, c i * x ^ (i : ℕ)) ^ 2
      = ∑ i, ∑ j, (c i * c j) * (x ^ (i : ℕ) * x ^ (j : ℕ)) := by
    intro x
    rw [sq, Finset.sum_mul_sum]
    exact Finset.sum_congr rfl fun i _ => Finset.sum_congr rfl fun j _ => by ring
  simp_rw [h]
  -- exchange the integral with the two finite sums
  rw [intervalIntegral.integral_finsetSum]
  · simp only [dotProduct, Matrix.mulVec, monomialOverlap, Matrix.of_apply, Finset.mul_sum]
    refine Finset.sum_congr rfl fun i _ => ?_
    rw [intervalIntegral.integral_finsetSum]
    · refine Finset.sum_congr rfl fun j _ => ?_
      rw [intervalIntegral.integral_const_mul]
      ring
    · intro j _
      exact Continuous.intervalIntegrable (by fun_prop) _ _
  · intro i _
    exact Continuous.intervalIntegrable (by fun_prop) _ _

/-- If the basis contains all powers up to `x^(2m)`, the function `(x(1-x))^m` has squared norm
at most `16^(-m)` on `[0,1]`, while its coefficient vector has squared length at least one. -/
theorem trial_nearly_dependent {m n : ℕ} (hn : 2 * m < n) :
    trialVector m n ⬝ᵥ monomialOverlap n *ᵥ trialVector m n ≤ (1 / 16) ^ m ∧
      1 ≤ trialVector m n ⬝ᵥ trialVector m n := by
  constructor
  · have hdeg : ((Polynomial.X * (1 - Polynomial.X)) ^ m : ℝ[X]).natDegree < n := by
      have h1 : (Polynomial.X * (1 - Polynomial.X) : ℝ[X]).natDegree ≤ 2 := by
        compute_degree
      have h2 := Polynomial.natDegree_pow_le
        (p := (Polynomial.X * (1 - Polynomial.X) : ℝ[X])) (n := m)
      have h3 := Nat.mul_le_mul_left m h1
      omega
    have hsum : ∀ x : ℝ, ∑ i, trialVector m n i * x ^ (i : ℕ) = (x * (1 - x)) ^ m := by
      intro x
      have h := Polynomial.eval_eq_sum_range' hdeg x
      rw [← Fin.sum_univ_eq_sum_range (fun i =>
        ((Polynomial.X * (1 - Polynomial.X)) ^ m : ℝ[X]).coeff i * x ^ i) n] at h
      simpa [trialVector] using h.symm
    rw [overlap_quadratic_form]
    simp_rw [hsum]
    -- on the unit interval x(1-x) never exceeds 1/4
    have hle : ∫ x in (0 : ℝ)..1, ((x * (1 - x)) ^ m) ^ 2
        ≤ ∫ _x in (0 : ℝ)..1, ((1 : ℝ) / 16) ^ m := by
      apply intervalIntegral.integral_mono_on zero_le_one
      · exact Continuous.intervalIntegrable (by fun_prop) _ _
      · exact Continuous.intervalIntegrable (by fun_prop) _ _
      · intro x hx
        have h0 : 0 ≤ x * (1 - x) := mul_nonneg hx.1 (by linarith [hx.2])
        have h1 : x * (1 - x) ≤ 1 / 4 := by nlinarith [sq_nonneg (x - 1 / 2)]
        rw [← pow_mul, mul_comm m 2, pow_mul]
        exact pow_le_pow_left₀ (sq_nonneg _) (by nlinarith) m
    rw [intervalIntegral.integral_const] at hle
    simpa only [sub_zero, one_smul] using hle
  · -- the coefficient of x^m equals one
    have hc : ((Polynomial.X * (1 - Polynomial.X)) ^ m : ℝ[X]).coeff m = 1 := by
      have h := Polynomial.coeff_X_pow_mul ((1 - Polynomial.X) ^ m : ℝ[X]) m 0
      rw [zero_add] at h
      rw [mul_pow, h, Polynomial.coeff_zero_eq_eval_zero]
      simp
    have h := Finset.single_le_sum (f := fun k => trialVector m n k * trialVector m n k)
      (fun k _ => mul_self_nonneg _) (Finset.mem_univ (⟨m, by omega⟩ : Fin n))
    have hm : trialVector m n ⟨m, by omega⟩ = 1 := hc
    simp only [hm, mul_one] at h
    exact h

/-- If a weighted mean of real numbers, with squares as weights that do not all vanish, is at most
`r`, then one of the numbers is at most `r`. -/
theorem exists_le_of_weighted_mean {ι : Type*} [Fintype ι] (f w : ι → ℝ) (r : ℝ)
    (hw : 0 < ∑ i, w i ^ 2) (h : ∑ i, f i * w i ^ 2 ≤ r * ∑ i, w i ^ 2) :
    ∃ i, f i ≤ r := by
  by_contra! hf
  obtain ⟨i, hi⟩ : ∃ i, w i ≠ 0 := by
    by_contra! h0
    simp [h0] at hw
  have hlt : ∑ j, r * w j ^ 2 < ∑ j, f j * w j ^ 2 :=
    Finset.sum_lt_sum (fun j _ => mul_le_mul_of_nonneg_right (hf j).le (sq_nonneg _))
      ⟨i, Finset.mem_univ i, mul_lt_mul_of_pos_right (hf i) (by positivity)⟩
  rw [← Finset.mul_sum] at hlt
  linarith

/-- Rayleigh principle for a real symmetric matrix and a nonzero vector: an upper bound on the
Rayleigh quotient bounds some eigenvalue from above, a lower bound bounds some eigenvalue
from below. -/
theorem rayleigh_principle {n : ℕ} {A : Matrix (Fin n) (Fin n) ℝ} (hA : A.IsHermitian)
    (x : Fin n → ℝ) (hx : 0 < x ⬝ᵥ x) (r : ℝ) :
    (x ⬝ᵥ A *ᵥ x ≤ r * (x ⬝ᵥ x) → ∃ i, hA.eigenvalues i ≤ r) ∧
      (r * (x ⬝ᵥ x) ≤ x ⬝ᵥ A *ᵥ x → ∃ i, r ≤ hA.eigenvalues i) := by
  let b : Fin n → Fin n → ℝ := fun i => (hA.eigenvectorBasis i).ofLp
  -- completeness of the eigenvectors
  have key : ∀ y z : Fin n → ℝ, ∑ i, (b i ⬝ᵥ y) * (b i ⬝ᵥ z) = y ⬝ᵥ z := by
    intro y z
    have h := hA.eigenvectorBasis.sum_inner_mul_inner (WithLp.toLp 2 y) (WithLp.toLp 2 z)
    simp only [EuclideanSpace.inner_eq_star_dotProduct, star_trivial] at h
    calc ∑ i, (b i ⬝ᵥ y) * (b i ⬝ᵥ z) = ∑ i, (b i ⬝ᵥ y) * (z ⬝ᵥ b i) :=
          Finset.sum_congr rfl fun i _ => by rw [dotProduct_comm z]
      _ = z ⬝ᵥ y := h
      _ = y ⬝ᵥ z := dotProduct_comm _ _
  have hT : Aᵀ = A := by
    rw [← Matrix.conjTranspose_eq_transpose_of_trivial]
    exact hA.eq
  have heig : ∀ i, b i ⬝ᵥ A *ᵥ x = hA.eigenvalues i * (b i ⬝ᵥ x) := by
    intro i
    have hv : A *ᵥ b i = hA.eigenvalues i • b i := hA.mulVec_eigenvectorBasis i
    rw [Matrix.dotProduct_mulVec, ← Matrix.mulVec_transpose, hT, hv, smul_dotProduct,
      smul_eq_mul]
  have h1 : x ⬝ᵥ x = ∑ i, (b i ⬝ᵥ x) ^ 2 := by
    rw [← key x x]
    exact Finset.sum_congr rfl fun i _ => by ring
  have h2 : x ⬝ᵥ A *ᵥ x = ∑ i, hA.eigenvalues i * (b i ⬝ᵥ x) ^ 2 := by
    rw [← key x (A *ᵥ x)]
    exact Finset.sum_congr rfl fun i _ => by rw [heig]; ring
  rw [h1] at hx
  rw [h2, h1]
  refine ⟨exists_le_of_weighted_mean _ _ r hx, fun h => ?_⟩
  obtain ⟨i, hi⟩ := exists_le_of_weighted_mean (fun i => -hA.eigenvalues i)
    (fun i => b i ⬝ᵥ x) (-r) hx (by
      simp only [neg_mul, Finset.sum_neg_distrib]
      linarith)
  exact ⟨i, by linarith⟩

/-- If the monomial basis on `[0,1]` contains all powers up to `x^(2m)`, its overlap matrix has an
eigenvalue between zero and `16^(-m)` and an eigenvalue of at least one. -/
theorem overlap_extreme_eigenvalues {m n : ℕ} (hn : 2 * m < n) :
    ∃ i j, 0 ≤ (overlap_isHermitian n).eigenvalues i ∧
      (overlap_isHermitian n).eigenvalues i ≤ (1 / 16) ^ m ∧
      1 ≤ (overlap_isHermitian n).eigenvalues j := by
  have hpos : (monomialOverlap n).PosSemidef :=
    Matrix.PosSemidef.of_dotProduct_mulVec_nonneg (overlap_isHermitian n) fun x => by
      rw [star_trivial, overlap_quadratic_form]
      exact intervalIntegral.integral_nonneg zero_le_one fun _ _ => sq_nonneg _
  -- small eigenvalue from the trial polynomial
  obtain ⟨hS, hc⟩ := trial_nearly_dependent hn
  obtain ⟨i, hi⟩ := (rayleigh_principle (overlap_isHermitian n) (trialVector m n)
    (by linarith) ((1 / 16) ^ m)).1
    (hS.trans (le_mul_of_one_le_right (by positivity) hc))
  -- large eigenvalue from the constant function
  have h0 : 0 < n := by omega
  let e : Fin n → ℝ := Pi.single ⟨0, h0⟩ 1
  have he : e ⬝ᵥ e = 1 := by simp [e]
  have hSe : e ⬝ᵥ monomialOverlap n *ᵥ e = 1 := by simp [e, monomialOverlap]
  obtain ⟨j, hj⟩ := (rayleigh_principle (overlap_isHermitian n) e
    (by rw [he]; exact one_pos) 1).2 (by rw [he, hSe, mul_one])
  exact ⟨i, j, hpos.eigenvalues_nonneg i, hi, hj⟩

/-- If the monomial basis on `[0,1]` contains all powers up to `x^(2m)`, its overlap matrix has a
nonnegative eigenvalue and a positive one at least `16^m` times as large. -/
theorem overlap_exponentially_ill_conditioned {m n : ℕ} (hn : 2 * m < n) :
    ∃ i j, 0 ≤ (overlap_isHermitian n).eigenvalues i ∧
      0 < (overlap_isHermitian n).eigenvalues j ∧
      16 ^ m * (overlap_isHermitian n).eigenvalues i ≤ (overlap_isHermitian n).eigenvalues j := by
  obtain ⟨i, j, h0, hi, hj⟩ := overlap_extreme_eigenvalues hn
  refine ⟨i, j, h0, by linarith, ?_⟩
  have h1 : (16 : ℝ) ^ m * (1 / 16) ^ m = 1 := by
    rw [← mul_pow]
    norm_num
  have h2 := mul_le_mul_of_nonneg_left hi (by positivity : (0 : ℝ) ≤ 16 ^ m)
  linarith

end

end MonomialIllConditioning
```

```lean
#print axioms MonomialIllConditioning.overlap_extreme_eigenvalues
-- 'MonomialIllConditioning.overlap_extreme_eigenvalues' depends on axioms: [propext, Classical.choice, Quot.sound]
#print axioms MonomialIllConditioning.overlap_exponentially_ill_conditioned
-- 'MonomialIllConditioning.overlap_exponentially_ill_conditioned' depends on axioms: [propext, Classical.choice, Quot.sound]
```

### Reading the theorems

`monomialOverlap n` is the matrix $S$. Its indices have type `Fin n`, so they run from $0$ to $n-1$ and coincide with the powers of $x$. The entries are defined as integrals over $[0,1]$, and the closed form $1/(i+j+1)$ is not used.

`trialVector m n` contains the first `n` coefficients of $(x(1-x))^m$. The hypothesis `2 * m < n` says that the basis reaches at least $x^{2m}$, so that no coefficient is cut off. It includes the smallest size, $n=2m+1$. In the notation of the file, `⬝ᵥ` is the dot product and `*ᵥ` applies a matrix to a vector.

`overlap_isHermitian n` states that $S$ is Hermitian, which for real entries means symmetric. Mathlib attaches to this proof a list of real eigenvalues, repeated according to multiplicity, written `(overlap_isHermitian n).eigenvalues`.

There are two main results:

- `overlap_extreme_eigenvalues` says that there are indices $i$ and $j$ with $0\le\lambda_i\le16^{-m}$ and $\lambda_j\ge1$. Consequently the smallest eigenvalue is at most $16^{-m}$ and the largest is at least $1$.
- `overlap_exponentially_ill_conditioned` says that there are indices $i$ and $j$ with $\lambda_i\ge0$, $\lambda_j>0$ and $16^m\lambda_i\le\lambda_j$. The condition $\lambda_j>0$ keeps the inequality from being satisfied by zero on both sides.

The second statement is written as a product and not as a ratio because the file establishes only $\lambda_i\ge0$. Reading it as a condition number is nevertheless legitimate: a nonzero polynomial has positive norm on $[0,1]$, so $S$ is in fact positive definite.

The bounds are one-sided. They do not give the actual rate at which the smallest eigenvalue decays, and they do not describe rounding errors in a particular algorithm. They also belong to this interval and to unnormalised monomials. For $n\ge2$, rescaling each function to unit norm changes $S$ and its eigenvalues.

### How the Lean proof runs

**Quadratic form.** `overlap_quadratic_form` expands the squared sum into a double sum and uses `intervalIntegral.integral_finsetSum` twice to move the integral inside. Each application requires integrable terms, which follows from continuity.

**Trial polynomial.** `trial_nearly_dependent` proves the two estimates on $c$. For the first, `hdeg` shows that the degree is below $n$, and `hsum` then identifies the finite expansion with $(x(1-x))^m$ at every $x$. The bound $x(1-x)\le\frac14$ comes from `nlinarith`, supplied with the square $(x-\frac12)^2\ge0$, and `intervalIntegral.integral_mono_on` carries the pointwise bound over to the integral. For the second estimate, `hc` shows that the coefficient of $x^m$ is one by removing the factor $x^m$ and evaluating $(1-x)^m$ at zero. `Finset.single_le_sum` then says that this one squared coefficient is no larger than the sum of all of them.

**Weighted mean.** `exists_le_of_weighted_mean` is the argument by contradiction for numbers $\lambda_i$ with weights $w_i^2$, stated without any matrix. If all the numbers exceeded $r$, the strict inequality `hlt` would contradict the hypothesis.

**Rayleigh quotients.** `rayleigh_principle` supplies the eigenvector expansion for any real symmetric matrix `A`; the vector called $v$ above is `x` there. The step `key` is completeness of the orthonormal eigenvectors, $\sum_i(b_i\cdot y)(b_i\cdot z)=y\cdot z$. The step `heig` uses the symmetry of `A` to obtain $b_i\cdot Av=\lambda_i(b_i\cdot v)$. From these, `h1` and `h2` are the two expansions written above. The weighted-mean lemma is then applied once directly and once with all signs reversed. This lemma yields the existence of eigenvalues on the appropriate side of $r$; it is not the min-max characterisation of the whole spectrum.

**Both ends of the spectrum.** `overlap_extreme_eigenvalues` first derives nonnegativity of all eigenvalues from the integral of a square. It then applies `rayleigh_principle` to the trial vector and to `e`, the coefficient vector of the constant function. The last theorem multiplies $\lambda_i\le16^{-m}$ by $16^m$ and compares the result with $1\le\lambda_j$.
